# A static uniform vector potential in Peierls form leaves the spectrum of a finite open system unchanged

**Q.** Take two sites at positions $x_0$ and $x_1$, with on-site energies $\varepsilon_0,\varepsilon_1$ and hopping elements $t$ and $t'$. A uniform vector potential $A$ makes the hopping complex. Why does the energy not notice?

**A.** Because the two phases meet only in a product. The matrix is

$$\begin{pmatrix}\varepsilon_0 & t\,e^{iA(x_0-x_1)}\\ t'\,e^{iA(x_1-x_0)} & \varepsilon_1\end{pmatrix},$$

and its characteristic polynomial is $(X-\varepsilon_0)(X-\varepsilon_1)-tt'$. The phases cancel, whatever $A$ is.

**Q.** With more sites there are closed paths through three or more of them. Does the cancellation survive?

**A.** Yes, since each phase is a difference of site phases. Let $H$ be any complex $n\times n$ matrix, let $H(A)$ have entries $H_{jk}e^{iA(x_j-x_k)}$, and let $G_A$ be the diagonal matrix with entries $e^{iAx_j}$. Then $G_{-A}G_A=1$, and

$$(G_A H G_{-A})_{jk}=e^{iAx_j}H_{jk}e^{-iAx_k}=H(A)_{jk}.$$

The products $MN$ and $NM$ of two square matrices have the same characteristic polynomial. With $M=G_AH$ and $N=G_{-A}$, the polynomial of $H(A)$ is that of $G_{-A}G_AH=H$.

**Q.** How does the formal version express this? I want to see what a "site" is.

**A.** A site is an element of a finite index type `n`.

```lean
import Mathlib

open Matrix

namespace UniformVectorPotential

noncomputable section

variable {n : Type*} [Fintype n] [DecidableEq n]
```

The positions are a function `x : n → ℝ`, the coordinate along the vector potential. Two orbitals may share a position. Charge and $\hbar$ are absorbed into `A`, which also fixes the sign convention of the phase.

```lean
/-- The Hamiltonian `H` on sites at positions `x` in a uniform vector potential `A`:
each matrix element acquires the Peierls phase `exp (i A (x j - x k))`. -/
def peierls (H : Matrix n n ℂ) (x : n → ℝ) (A : ℝ) : Matrix n n ℂ :=
  Matrix.of fun j k => H j k * Complex.exp (Complex.I * (A * (x j - x k)))

/-- The gauge transformation that multiplies the amplitude on site `j` by `exp (i A x j)`. -/
def gauge (x : n → ℝ) (A : ℝ) : Matrix n n ℂ :=
  Matrix.diagonal fun j => Complex.exp (Complex.I * (A * x j))
```

**Q.** I see no hypothesis that the system is open.

**A.** It sits in the definition of `peierls`. Every element, including one that closes a ring, gets the phase of a real position difference, so the phases around any closed path add up to zero. A periodic cell, where a bond leaves on one side and returns on the other, is not described by this definition.

**Q.** And the energy? $H$ is not even assumed Hermitian.

**A.** The levels are the roots of the characteristic polynomial, with multiplicity. The energy sorts their real parts and adds the first `N`, one electron per level. For Hermitian $H$ the roots are real and, for `N` up to the number of sites, this is the usual non-interacting ground-state energy; otherwise, sorting and adding only the real parts is a convention.

```lean
/-- The sum of the `N` smallest real parts of the levels of `M`, counted with multiplicity (of all
the real parts if there are fewer than `N` levels). -/
def lowestEnergy (N : ℕ) (M : Matrix n n ℂ) : ℝ :=
  ((Multiset.sort (M.charpoly.roots.map Complex.re) (· ≤ ·)).take N).sum
```

**Q.** Would it not be more natural to assume $H$ Hermitian and speak of its real eigenvalues?

**A.** That would also work. The real parts would disappear from the energy, at the price of first showing that $H(A)$ is Hermitian, which follows because exchanging $j$ and $k$ conjugates the phase. The statement would then no longer cover non-Hermitian matrices, such as those with a complex absorbing potential.

**Q.** Then show me that the proof follows your argument.

**A.** First, $G_{-A}G_A=1$. The product of diagonal matrices is taken entry by entry, and the two exponents add to zero.

```lean
/-- The gauge transformations for `-A` and `A` undo each other. -/
theorem gauge_neg_mul_gauge (x : n → ℝ) (A : ℝ) : gauge x (-A) * gauge x A = 1 := by
  rw [gauge, gauge, Matrix.diagonal_mul_diagonal, ← Matrix.diagonal_one]
  congr 1
  funext j
  have h : Complex.I * (((-A : ℝ) : ℂ) * x j) + Complex.I * (A * x j) = 0 := by
    push_cast
    ring
  rw [← Complex.exp_add, h, Complex.exp_zero]
```

Next comes the factorisation. The auxiliary equation `h` splits the bond phase into two site phases, and `Complex.exp_add` turns the sum into a product.

```lean
/-- The Peierls phases of a uniform vector potential are produced by a gauge transformation of `H`.
-/
theorem peierls_eq_gauge (H : Matrix n n ℂ) (x : n → ℝ) (A : ℝ) :
    peierls H x A = gauge x A * H * gauge x (-A) := by
  ext j k
  simp only [peierls, gauge, Matrix.of_apply, Matrix.mul_diagonal, Matrix.diagonal_mul]
  -- the bond phase splits into two site phases
  have h : Complex.I * ((A : ℂ) * (x j - x k))
      = Complex.I * (A * x j) + Complex.I * (((-A : ℝ) : ℂ) * x k) := by
    push_cast
    ring
  rw [h, Complex.exp_add]
  ring
```

The main theorem then takes one line of rewriting: `Matrix.charpoly_mul_comm` moves $G_{-A}$ to the front, where it cancels $G_A$.

```lean
/-- A uniform vector potential on a finite open system leaves the characteristic
polynomial of the Hamiltonian unchanged. -/
theorem charpoly_peierls (H : Matrix n n ℂ) (x : n → ℝ) (A : ℝ) :
    (peierls H x A).charpoly = H.charpoly := by
  -- move the last gauge factor to the front, where it cancels the first
  rw [peierls_eq_gauge, Matrix.charpoly_mul_comm, ← mul_assoc, gauge_neg_mul_gauge, one_mul]
```

**Q.** Equal spectra do not tell me what happens to the states.

**A.** If $Hv=Ev$, then $H(A)\,G_Av=G_AHG_{-A}G_Av=G_AHv=E\,G_Av$. The amplitude $v_j$ becomes $e^{iAx_j}v_j$, so the norm and every site population $|v_j|^2$ stay the same. The theorem states the eigenvalue equation; its proof is this chain of equalities.

```lean
/-- If `v` solves the eigenvalue equation of `H` with energy `E`, the gauge-transformed `v` solves
the equation in the vector potential with the same `E`. -/
theorem peierls_mulVec_gauge (H : Matrix n n ℂ) (x : n → ℝ) (A : ℝ) (v : n → ℂ) (E : ℂ)
    (h : H *ᵥ v = E • v) :
    peierls H x A *ᵥ (gauge x A *ᵥ v) = E • (gauge x A *ᵥ v) := by
  rw [peierls_eq_gauge, Matrix.mulVec_mulVec, mul_assoc, gauge_neg_mul_gauge, mul_one,
    ← Matrix.mulVec_mulVec, h, Matrix.mulVec_smul]
```

**Q.** Now the response. Is it the energy that is constant, or only the polynomial?

**A.** Both, because `lowestEnergy` depends on the matrix only through its characteristic polynomial.

```lean
/-- The sum of the `N` smallest real parts of the levels is the same with and without the uniform
vector potential. -/
theorem lowestEnergy_peierls (N : ℕ) (H : Matrix n n ℂ) (x : n → ℝ) (A : ℝ) :
    lowestEnergy N (peierls H x A) = lowestEnergy N H := by
  rw [lowestEnergy, lowestEnergy, charpoly_peierls]
```

The derivatives are treated for any real function `F` of the multiset of roots, and `lowestEnergy N` is given by one such function. After rewriting with `charpoly_peierls`, the function of `a` is a constant, and its derivative of order $m\neq 0$ is zero at every `A`.

```lean
/-- For every real functional `F` of the spectrum, all derivatives of positive order with respect to
the uniform vector potential vanish, at every value `A` of it. -/
theorem response_eq_zero (F : Multiset ℂ → ℝ) (H : Matrix n n ℂ) (x : n → ℝ)
    (m : ℕ) (hm : m ≠ 0) (A : ℝ) :
    iteratedDeriv m (fun a => F (peierls H x a).charpoly.roots) A = 0 := by
  -- the functional is constant in the vector potential
  simp only [charpoly_peierls]
  simp [iteratedDeriv_const, hm]
```

**Q.** Lean assigns the value zero to the derivative of a function that has none. Is this zero of that kind?

**A.** No. The function being differentiated is constant, so the derivatives exist and vanish, even if `F` itself is badly behaved.

**Q.** What does that give someone who computes magnetic response?

**A.** For a finite open, non-interacting Hermitian model with a gap above the filled levels, the paramagnetic and diamagnetic parts of the second-order energy in a static uniform $A$ cancel when both are derived from $H(A)$ and the sum over states is complete. For such a model, a remainder beyond numerical error means that one of these two conditions is violated or that the two parts are evaluated incorrectly, for example with a wrong prefactor. The matrix $H$ is held fixed here, with no self-consistent update, and neither a magnetic field nor a time-dependent $A$ is treated.

**Q.** Yet rings do respond to a phase on their bonds.

**A.** They can when the phases around the ring do not add up to a multiple of $2\pi$. Take three sites with unit hopping and the same phase $\varphi$ on each bond, in one sense around the ring.

```lean
/-- A closed ring of three sites with unit hopping and the phase `φ` on each bond,
taken in the same sense around the ring. -/
def ringHamiltonian (φ : ℝ) : Matrix (Fin 3) (Fin 3) ℂ :=
  !![0, Complex.exp (φ * Complex.I), Complex.exp (-φ * Complex.I);
     Complex.exp (-φ * Complex.I), 0, Complex.exp (φ * Complex.I);
     Complex.exp (φ * Complex.I), Complex.exp (-φ * Complex.I), 0]
```

With $a=e^{i\varphi}$ and $b=e^{-i\varphi}$, expanding the $3\times3$ determinant gives $X^3-3ab\,X-a^3-b^3$. Since $ab=1$ and $a^3+b^3=2\cos3\varphi$, the polynomial is $X^3-3X-2\cos3\varphi$. The proof establishes these identities for the exponentials, replaces the exponentials by letters, expands with `Matrix.det_fin_three`, and uses $ab=1$ in the final `linear_combination`.

```lean
/-- The characteristic polynomial of the three-site ring depends on the bond phase
through the cosine of the total phase `3 φ`. -/
theorem ringHamiltonian_charpoly (φ : ℝ) :
    (ringHamiltonian φ).charpoly = Polynomial.X ^ 3 - 3 * Polynomial.X
      - Polynomial.C (2 * ((Real.cos (3 * φ) : ℝ) : ℂ)) := by
  have ha : Complex.exp (φ * Complex.I) ^ 3 = Complex.exp (3 * φ * Complex.I) := by
    rw [← Complex.exp_nat_mul]
    congr 1
    push_cast
    ring
  have hb : Complex.exp (-φ * Complex.I) ^ 3 = Complex.exp (-(3 * φ) * Complex.I) := by
    rw [← Complex.exp_nat_mul]
    congr 1
    push_cast
    ring
  have hab : Complex.exp (φ * Complex.I) * Complex.exp (-φ * Complex.I) = 1 := by
    rw [← Complex.exp_add, ← Complex.exp_zero]
    congr 1
    ring
  -- the two senses of going around the ring add up to the cosine
  have hc : 2 * ((Real.cos (3 * φ) : ℝ) : ℂ)
      = Complex.exp (φ * Complex.I) ^ 3 + Complex.exp (-φ * Complex.I) ^ 3 := by
    rw [ha, hb, Complex.ofReal_cos, Complex.cos]
    push_cast
    ring
  rw [hc, ringHamiltonian]
  generalize Complex.exp (φ * Complex.I) = a at hab ⊢
  generalize Complex.exp (-φ * Complex.I) = b at hab ⊢
  have h : (Polynomial.C a * Polynomial.C b : Polynomial ℂ) = 1 := by
    rw [← Polynomial.C_mul, hab, Polynomial.C_1]
  rw [Matrix.charpoly, Matrix.det_fin_three]
  simp
  linear_combination (-3 * Polynomial.X) * h
```

**Q.** So when does the ring have the same spectrum as at $\varphi=0$?

**A.** Exactly when $\cos3\varphi=1$, that is, when the total phase $3\varphi$ is a multiple of $2\pi$. Evaluating both polynomials at $X=0$ compares their constant terms, $-2\cos3\varphi$ and $-2$, which gives one direction. The other is substitution.

```lean
/-- On the closed three-site ring the characteristic polynomial agrees with the one at zero
bond phase exactly when the total phase `3 φ` has cosine one. -/
theorem ringHamiltonian_charpoly_eq_iff (φ : ℝ) :
    (ringHamiltonian φ).charpoly = (ringHamiltonian 0).charpoly ↔ Real.cos (3 * φ) = 1 := by
  rw [ringHamiltonian_charpoly φ, ringHamiltonian_charpoly 0, mul_zero, Real.cos_zero]
  constructor
  · intro h
    -- compare the constant terms
    have h0 := congrArg (Polynomial.eval 0) h
    simp only [Polynomial.eval_sub, Polynomial.eval_C] at h0
    have h1 : ((Real.cos (3 * φ) : ℝ) : ℂ) = ((1 : ℝ) : ℂ) := by
      linear_combination (-1 / 2) * h0
    exact Complex.ofReal_injective h1
  · intro h
    rw [h]

end

end UniformVectorPotential
```

```lean
#print axioms UniformVectorPotential.charpoly_peierls
-- 'UniformVectorPotential.charpoly_peierls' depends on axioms: [propext, Classical.choice, Quot.sound]
#print axioms UniformVectorPotential.lowestEnergy_peierls
-- 'UniformVectorPotential.lowestEnergy_peierls' depends on axioms: [propext, Classical.choice, Quot.sound]
#print axioms UniformVectorPotential.response_eq_zero
-- 'UniformVectorPotential.response_eq_zero' depends on axioms: [propext, Classical.choice, Quot.sound]
#print axioms UniformVectorPotential.ringHamiltonian_charpoly_eq_iff
-- 'UniformVectorPotential.ringHamiltonian_charpoly_eq_iff' depends on axioms: [propext, Classical.choice, Quot.sound]
```
